# How much of a band-limited signal fits on a set of grid sites: at most $|T||W|/N$

When a nonlocal pseudopotential projector is applied in real space, it is cut off outside a region around the atom. A band-limited projector can lose part of its norm in the cut. Without a bound on the weight that the region can hold, one may keep reshaping the projector to remove the loss when region and band are too small for any shape to succeed.

For a one-dimensional periodic grid with sharp cutoffs, the lost fraction of the squared norm is at least $1-|T||W|/N$, where $N$ is the number of sites, $T$ the region and $W$ the set of allowed frequencies. With $N=100$, $|T|=10$ and $|W|=5$, at least half the squared norm is lost. For the regions and bands used with pseudopotentials in three dimensions, $|T||W|/N$ can exceed 1, and the bound then excludes nothing, as an estimate below shows.

## Region and band as projectors

Signals are complex functions on $\mathbb Z/N$, with $\langle f,g\rangle=\sum_x \overline{f(x)}\,g(x)$. The normalised plane waves are $e_k(x)=e^{2\pi i kx/N}/\sqrt N$. Define

$$(Pf)(x)=\begin{cases}f(x)&x\in T\\0&x\notin T\end{cases},\qquad Qf=\sum_{k\in W}\langle e_k,f\rangle e_k,\qquad K=QPQ.$$

A signal is band-limited when $Qf=f$.

## The top eigenvalue as the best concentration

The theorem `prolate_concentration` says that, for nonempty $W$, there is a real $\lambda$ such that

- $\lambda$ is the greatest real eigenvalue of $K$;
- $\|Pf\|^2\le\lambda\|f\|^2$ whenever $Qf=f$;
- some nonzero band-limited $f$ gives equality;
- $\lambda\le|T||W|/N$.

In Lean, `Signal N` is the Euclidean space of signals, `siteProj T` is $P$, `bandProj W` is $Q$ and `concentrationOp T W` is $K$. `IsGreatest` says that $\lambda$ belongs to the set of real eigenvalues and bounds it above. Since $K$ is symmetric, all its eigenvalues are real. `NeZero N` requires at least one site, and `hW` is needed for equality: with an empty band, only $f=0$ is band-limited.

$T$ and $W$ are arbitrary sets and need not be intervals. The theorem does not describe the lower eigenvalues or the shapes of the eigenvectors, and its bound is informative only for $|T||W|<N$. This is a strong restriction for pseudopotentials. The same estimate holds on a three-dimensional grid, where a sphere of radius $R$ and a band of wave vectors up to length $G$ give $|T||W|/N\approx 2(RG)^3/(9\pi)$. For $R=2$ bohr and $G=5$ bohr$^{-1}$ this is about 71, so the bound excludes nothing. The smallest loss that any band-limited function can have is $1-\lambda$, and $\lambda$ itself then has to be computed.

## From orthogonality to the bound

**Projectors.** For $k\ne l$, put $\omega=e^{2\pi i(l-k)/N}\neq1$. Then

$$\langle e_k,e_l\rangle=\frac1N\sum_{x=0}^{N-1}\omega^x=\frac{\omega^N-1}{N(\omega-1)}=0,$$

while $\langle e_k,e_k\rangle=1$. Hence $\langle e_k,Qf\rangle=\langle e_k,f\rangle$ for $k\in W$, which gives $Q^2=Q$. Also $\langle Qf,g\rangle=\sum_{k\in W}\overline{\langle e_k,f\rangle}\langle e_k,g\rangle=\langle f,Qg\rangle$. $P$ multiplies by a function with values 0 and 1, so it too is idempotent and symmetric.

**Weight on the region.** By Cauchy-Schwarz, $|e_k(x)|^2=1/N$ and Bessel's inequality,

$$|(Qf)(x)|^2\le\sum_{k\in W}|\langle e_k,f\rangle|^2\sum_{k\in W}|e_k(x)|^2\le\frac{|W|}{N}\|f\|^2.$$

Summing over $x\in T$ gives $\|PQf\|^2\le(|T||W|/N)\|f\|^2$.

**Top eigenvalue.** The projector properties give

$$\langle Kf,f\rangle=\langle PQf,Qf\rangle=\|PQf\|^2.$$

Let $\lambda$ be the maximum of $\langle Kf,f\rangle/\|f\|^2$ over $f\ne0$; it exists because the unit sphere is compact. At a maximiser $v$, the positive semidefinite operator $\lambda-K$ has zero expectation, so $Kv=\lambda v$. Any eigenvalue is the quotient at its eigenvector, hence at most $\lambda$. The previous estimate gives $\lambda\le|T||W|/N$, and setting $Qf=f$ gives the concentration inequality.

**Equality.** If $\lambda\ne0$, then $\lambda Qv=QKv=Kv=\lambda v$, so $Qv=v$ and $\|Pv\|^2=\lambda\|v\|^2$. If $\lambda=0$, any $e_k$ with $k\in W$ satisfies $0\le\|Pe_k\|^2\le0$.

**Two consequences.** If $f\neq0$ satisfies $Pf=f$ and $Qf=f$, the weight estimate becomes $\|f\|^2\le(|T||W|/N)\|f\|^2$, so $N\le|T||W|$. For one plane wave, $\|Pe_k\|^2=\sum_{x\in T}1/N=|T|/N$, which meets the bound for $|W|=1$.

## The Lean file

```lean
import Mathlib

open Finset

namespace DiscreteProlate

noncomputable section

/-- Complex signals on the periodic grid of `N` sites, with the Euclidean norm. -/
abbrev Signal (N : ℕ) := EuclideanSpace ℂ (ZMod N)

variable {N : ℕ} [NeZero N]

/-- The normalised plane wave of frequency `k`, with values `exp (2πi k x / N) / √N`. -/
def planeWave (k : ZMod N) : Signal N :=
  WithLp.toLp 2 (fun x => ZMod.stdAddChar (x * k) / ((√(N : ℝ) : ℝ) : ℂ))

/-- The projector `P` that keeps a signal on the sites `T` and sets it to zero elsewhere. -/
def siteProj (T : Finset (ZMod N)) : Signal N →ₗ[ℂ] Signal N where
  toFun f := WithLp.toLp 2 (fun x => if x ∈ T then f x else 0)
  map_add' f g := by
    ext x
    by_cases h : x ∈ T <;> simp [h]
  map_smul' c f := by
    ext x
    by_cases h : x ∈ T <;> simp [h]

/-- The projector `Q` that keeps the plane-wave components with frequency in `W`. -/
def bandProj (W : Finset (ZMod N)) : Signal N →ₗ[ℂ] Signal N where
  toFun f := ∑ k ∈ W, inner ℂ (planeWave k) f • planeWave k
  map_add' f g := by simp only [inner_add_right, add_smul, sum_add_distrib]
  map_smul' c f := by simp only [inner_smul_right, mul_smul, smul_sum, RingHom.id_apply]

/-- The concentration operator `QPQ`. -/
def concentrationOp (T W : Finset (ZMod N)) : Signal N →ₗ[ℂ] Signal N :=
  bandProj W ∘ₗ siteProj T ∘ₗ bandProj W

/-- The plane waves on the grid are orthonormal. -/
theorem planeWave_orthonormal : Orthonormal ℂ (planeWave : ZMod N → Signal N) := by
  rw [orthonormal_iff_ite]
  intro k l
  have hN : (N : ℂ) ≠ 0 := Nat.cast_ne_zero.mpr (NeZero.ne N)
  have hs : ((√(N : ℝ) : ℝ) : ℂ) * ((√(N : ℝ) : ℝ) : ℂ) = (N : ℂ) := by
    rw [← Complex.ofReal_mul, Real.mul_self_sqrt (Nat.cast_nonneg N)]
    simp
  have hp : ∀ k x : ZMod N, (planeWave k : Signal N) x
      = ZMod.stdAddChar (x * k) / ((√(N : ℝ) : ℝ) : ℂ) := fun _ _ => rfl
  have term : ∀ x : ZMod N, inner ℂ ((planeWave k : Signal N) x) ((planeWave l : Signal N) x)
      = ZMod.stdAddChar (x * (l - k)) / (N : ℂ) := by
    intro x
    have e : x * (l - k) = x * l + -(x * k) := by ring
    rw [RCLike.inner_apply, hp, hp, e, AddChar.map_add_eq_mul, AddChar.map_neg_eq_conj,
      map_div₀, Complex.conj_ofReal, ← hs]
    ring
  -- the remaining character sum vanishes unless the frequencies agree
  rw [PiLp.inner_apply, sum_congr rfl (fun x _ => term x), ← sum_div,
    AddChar.sum_mulShift _ (ZMod.isPrimitive_stdAddChar N)]
  by_cases h : k = l
  · subst h
    simp [ZMod.card, hN]
  · simp [h, Ne.symm h, sub_eq_zero]

/-- A normalised plane wave has weight `1/N` on every site. -/
theorem planeWave_weight (k x : ZMod N) : ‖(planeWave k : Signal N) x‖ ^ 2 = 1 / (N : ℝ) := by
  change ‖ZMod.stdAddChar (x * k) / ((√(N : ℝ) : ℝ) : ℂ)‖ ^ 2 = _
  rw [norm_div, AddChar.norm_apply, Complex.norm_real, Real.norm_of_nonneg (Real.sqrt_nonneg _),
    div_pow, one_pow, Real.sq_sqrt (Nat.cast_nonneg N)]

/-- `Q` is an orthogonal projector: idempotent and symmetric. -/
theorem bandProj_projector (W : Finset (ZMod N)) :
    (∀ f, bandProj W (bandProj W f) = bandProj W f) ∧ (bandProj W).IsSymmetric := by
  refine ⟨fun f => ?_, fun f g => ?_⟩
  · change ∑ k ∈ W, inner ℂ (planeWave k) (bandProj W f) • planeWave k
      = ∑ k ∈ W, inner ℂ (planeWave k) f • planeWave k
    exact sum_congr rfl fun k hk => congrArg (· • planeWave k)
      (planeWave_orthonormal.inner_right_sum (fun k => inner ℂ (planeWave k) f) hk)
  · change inner ℂ (∑ k ∈ W, inner ℂ (planeWave k) f • planeWave k) g
      = inner ℂ f (∑ k ∈ W, inner ℂ (planeWave k) g • planeWave k)
    rw [sum_inner, inner_sum]
    refine sum_congr rfl fun k _ => ?_
    rw [inner_smul_left, inner_smul_right, inner_conj_symm]
    exact mul_comm _ _

/-- `P` is an orthogonal projector: idempotent and symmetric. -/
theorem siteProj_projector (T : Finset (ZMod N)) :
    (∀ f, siteProj T (siteProj T f) = siteProj T f) ∧ (siteProj T).IsSymmetric := by
  refine ⟨fun f => ?_, fun f g => ?_⟩
  · ext x
    change (if x ∈ T then (if x ∈ T then f x else 0) else 0) = (if x ∈ T then f x else 0)
    split_ifs <;> rfl
  · rw [PiLp.inner_apply, PiLp.inner_apply]
    refine sum_congr rfl fun x _ => ?_
    change inner ℂ (if x ∈ T then f x else 0) (g x) = inner ℂ (f x) (if x ∈ T then g x else 0)
    split_ifs <;> simp

/-- The squared norm of `Pf` is the weight of `f` on the sites `T`. -/
theorem siteProj_norm_sq (T : Finset (ZMod N)) (f : Signal N) :
    ‖siteProj T f‖ ^ 2 = ∑ x ∈ T, ‖f x‖ ^ 2 := by
  have h : ∀ x, ‖siteProj T f x‖ ^ 2 = if x ∈ T then ‖f x‖ ^ 2 else 0 := by
    intro x
    change ‖(if x ∈ T then f x else 0 : ℂ)‖ ^ 2 = _
    split_ifs <;> simp
  rw [EuclideanSpace.norm_sq_eq]
  simp only [h, sum_ite_mem, univ_inter]

/-- For every signal, `‖PQf‖² ≤ (|T| |W| / N) ‖f‖²`. -/
theorem norm_sq_site_band_le (T W : Finset (ZMod N)) (f : Signal N) :
    ‖siteProj T (bandProj W f)‖ ^ 2 ≤ (T.card * W.card / N : ℝ) * ‖f‖ ^ 2 := by
  have bessel : ∑ k ∈ W, ‖inner ℂ (planeWave k) f‖ ^ 2 ≤ ‖f‖ ^ 2 := by
    apply Orthonormal.sum_inner_products_le
    exact planeWave_orthonormal
  -- Cauchy-Schwarz over the frequencies bounds the signal at each site
  have site : ∀ x ∈ T, ‖bandProj W f x‖ ^ 2 ≤ ‖f‖ ^ 2 * (W.card / N : ℝ) := by
    intro x _
    have hx : bandProj W f x
        = ∑ k ∈ W, inner ℂ (planeWave k) f * (planeWave k : Signal N) x := by
      change (EuclideanSpace.proj x : Signal N →L[ℂ] ℂ)
        (∑ k ∈ W, inner ℂ (planeWave k) f • planeWave k) = _
      rw [map_sum]
      rfl
    have tri : ‖bandProj W f x‖
        ≤ ∑ k ∈ W, ‖inner ℂ (planeWave k) f‖ * ‖(planeWave k : Signal N) x‖ := by
      rw [hx]
      exact (norm_sum_le _ _).trans_eq (by simp only [norm_mul])
    calc ‖bandProj W f x‖ ^ 2
        ≤ (∑ k ∈ W, ‖inner ℂ (planeWave k) f‖ * ‖(planeWave k : Signal N) x‖) ^ 2 :=
          pow_le_pow_left₀ (norm_nonneg _) tri 2
      _ ≤ (∑ k ∈ W, ‖inner ℂ (planeWave k) f‖ ^ 2)
          * ∑ k ∈ W, ‖(planeWave k : Signal N) x‖ ^ 2 := sum_mul_sq_le_sq_mul_sq _ _ _
      _ = (∑ k ∈ W, ‖inner ℂ (planeWave k) f‖ ^ 2) * (W.card / N : ℝ) := by
          simp only [planeWave_weight, sum_const, nsmul_eq_mul, mul_one_div]
      _ ≤ _ := mul_le_mul_of_nonneg_right bessel (by positivity)
  rw [siteProj_norm_sq]
  refine (sum_le_card_nsmul T _ _ site).trans_eq ?_
  rw [nsmul_eq_mul]
  ring

/-- The real part of `⟨QPQf, f⟩` is `‖PQf‖²`. -/
theorem concentrationOp_form (T W : Finset (ZMod N)) (f : Signal N) :
    RCLike.re (inner ℂ (concentrationOp T W f) f) = ‖siteProj T (bandProj W f)‖ ^ 2 := by
  have h : inner ℂ (concentrationOp T W f) f
      = inner ℂ (siteProj T (bandProj W f)) (siteProj T (bandProj W f)) :=
    calc inner ℂ (concentrationOp T W f) f
        = inner ℂ (siteProj T (bandProj W f)) (bandProj W f) := (bandProj_projector W).2 _ _
      _ = inner ℂ (siteProj T (siteProj T (bandProj W f))) (bandProj W f) := by
          rw [(siteProj_projector T).1]
      _ = _ := (siteProj_projector T).2 _ _
  rw [h]
  exact inner_self_eq_norm_sq (𝕜 := ℂ) _

/-- For a nonempty band `W`, the top eigenvalue `lam` of `QPQ` is the largest fraction of its
squared norm that a signal with `Qf = f` can have on `T`; it is attained, and it is at most `|T| |W|
/ N`. -/
theorem prolate_concentration (T W : Finset (ZMod N)) (hW : W.Nonempty) :
    ∃ lam : ℝ,
      IsGreatest {μ : ℝ | Module.End.HasEigenvalue (concentrationOp T W) (μ : ℂ)} lam ∧
      (∀ f, bandProj W f = f → ‖siteProj T f‖ ^ 2 ≤ lam * ‖f‖ ^ 2) ∧
      (∃ f, f ≠ 0 ∧ bandProj W f = f ∧ ‖siteProj T f‖ ^ 2 = lam * ‖f‖ ^ 2) ∧
      lam ≤ T.card * W.card / N := by
  have hsym : (concentrationOp T W).IsSymmetric := fun f g =>
    ((bandProj_projector W).2 _ _).trans
      (((siteProj_projector T).2 _ _).trans ((bandProj_projector W).2 _ _))
  have h0 : (planeWave 0 : Signal N) ≠ 0 := planeWave_orthonormal.ne_zero 0
  have : Nontrivial (Signal N) := ⟨planeWave 0, 0, h0⟩
  have : Nonempty {f : Signal N // f ≠ 0} := ⟨⟨planeWave 0, h0⟩⟩
  have pos : ∀ f : Signal N, f ≠ 0 → 0 < ‖f‖ ^ 2 := fun f hf => pow_pos (norm_pos_iff.mpr hf) 2
  -- the largest Rayleigh quotient is an eigenvalue
  obtain ⟨lam, heig, hray, hlam⟩ : ∃ lam : ℝ,
      Module.End.HasEigenvalue (concentrationOp T W) (lam : ℂ) ∧
      (∀ f, ‖siteProj T (bandProj W f)‖ ^ 2 ≤ lam * ‖f‖ ^ 2) ∧
      lam ≤ T.card * W.card / N := by
    let R : {f : Signal N // f ≠ 0} → ℝ := fun f =>
      RCLike.re (inner ℂ (concentrationOp T W f) (f : Signal N)) / ‖(f : Signal N)‖ ^ 2
    have hR : ∀ f, R f ≤ T.card * W.card / N := by
      intro f
      change RCLike.re (inner ℂ (concentrationOp T W f) (f : Signal N)) / _ ≤ _
      rw [concentrationOp_form, div_le_iff₀ (pos f f.2)]
      exact norm_sq_site_band_le T W f
    have hb : BddAbove (Set.range R) := ⟨_, by rintro _ ⟨f, rfl⟩; exact hR f⟩
    refine ⟨⨆ f, R f, hsym.hasEigenvalue_iSup_of_finiteDimensional, fun f => ?_, ciSup_le hR⟩
    by_cases hf : f = 0
    · subst hf
      simp
    · have h := le_ciSup hb ⟨f, hf⟩
      rw [← concentrationOp_form]
      exact (div_le_iff₀ (pos f hf)).mp h
  have eigen : ∀ (μ : ℝ) (v : Signal N), concentrationOp T W v = (μ : ℂ) • v →
      ‖siteProj T (bandProj W v)‖ ^ 2 = μ * ‖v‖ ^ 2 := by
    intro μ v h
    rw [← concentrationOp_form, h, inner_smul_left, Complex.conj_ofReal]
    change ((μ : ℂ) * inner ℂ v v).re = _
    rw [Complex.re_ofReal_mul]
    exact congrArg (μ * ·) (inner_self_eq_norm_sq (𝕜 := ℂ) v)
  refine ⟨lam, ⟨heig, ?_⟩, fun f hf => ?_, ?_, hlam⟩
  · intro μ hμ
    obtain ⟨v, hv⟩ := Module.End.HasEigenvalue.exists_hasEigenvector hμ
    have h := hray v
    rw [eigen μ v hv.apply_eq_smul] at h
    exact le_of_mul_le_mul_right h (pos v hv.2)
  · have h := hray f
    rwa [hf] at h
  · by_cases hz : lam = 0
    · -- a plane wave from the band attains the value zero
      obtain ⟨k, hk⟩ := hW
      have hQ : bandProj W (planeWave k) = planeWave k := by
        change ∑ j ∈ W, inner ℂ (planeWave j) (planeWave k) • planeWave j = planeWave k
        simp only [orthonormal_iff_ite.mp planeWave_orthonormal, ite_smul, one_smul, zero_smul,
          sum_ite_eq', hk, if_true]
      refine ⟨planeWave k, planeWave_orthonormal.ne_zero k, hQ, ?_⟩
      have h := hray (planeWave k)
      rw [hQ, hz, zero_mul] at h
      rw [hz, zero_mul]
      exact le_antisymm h (sq_nonneg _)
    · -- an eigenvector with nonzero eigenvalue lies in the band
      obtain ⟨v, hv⟩ := heig.exists_hasEigenvector
      have hKv : concentrationOp T W v = (lam : ℂ) • v := hv.apply_eq_smul
      have hs : (lam : ℂ) • bandProj W v = (lam : ℂ) • v := by
        rw [← map_smul, ← hKv]
        exact (bandProj_projector W).1 _
      have hQ : bandProj W v = v :=
        smul_right_injective _ (Complex.ofReal_ne_zero.mpr hz) hs
      have h := eigen lam v hKv
      rw [hQ] at h
      exact ⟨v, hv.2, hQ, h⟩

/-- Uncertainty principle on the grid: a nonzero signal supported on `T` with frequencies in `W`
requires `N ≤ |T| |W|`. -/
theorem support_uncertainty (T W : Finset (ZMod N)) (f : Signal N) (hf : f ≠ 0)
    (hT : siteProj T f = f) (hW : bandProj W f = f) : N ≤ T.card * W.card := by
  have h := norm_sq_site_band_le T W f
  rw [hW, hT] at h
  have hN : (0 : ℝ) < N := Nat.cast_pos.mpr (Nat.pos_of_ne_zero (NeZero.ne N))
  have h1 : (1 : ℝ) ≤ T.card * W.card / N :=
    le_of_mul_le_mul_right (by rwa [one_mul]) (pow_pos (norm_pos_iff.mpr hf) 2)
  rw [le_div_iff₀ hN, one_mul] at h1
  exact_mod_cast h1

/-- A single normalised plane wave has weight exactly `|T| / N` on the sites `T`. -/
theorem planeWave_concentration (T : Finset (ZMod N)) (k : ZMod N) :
    ‖siteProj T (planeWave k)‖ ^ 2 = T.card / N := by
  rw [siteProj_norm_sq]
  simp only [planeWave_weight, sum_const, nsmul_eq_mul, mul_one_div]

end

end DiscreteProlate
```

```lean
#print axioms DiscreteProlate.prolate_concentration
#print axioms DiscreteProlate.support_uncertainty
#print axioms DiscreteProlate.planeWave_concentration
```

```
'DiscreteProlate.prolate_concentration' depends on axioms: [propext, Classical.choice, Quot.sound]
'DiscreteProlate.support_uncertainty' depends on axioms: [propext, Classical.choice, Quot.sound]
'DiscreteProlate.planeWave_concentration' depends on axioms: [propext, Classical.choice, Quot.sound]
```

## How the proof follows the derivation

`planeWave_orthonormal` reduces the inner product to a character sum, which Mathlib evaluates. `planeWave_weight` supplies $1/N$, and the two `_projector` lemmas give idempotence and symmetry.

`siteProj_norm_sq` writes $\|Pf\|^2$ as a sum over $T$. In `norm_sq_site_band_le`, `bessel` bounds the coefficients and the `calc` block in `site` applies Cauchy-Schwarz. `concentrationOp_form` identifies the quadratic form.

In the main theorem, `R` is the Rayleigh quotient. Mathlib's `hasEigenvalue_iSup_of_finiteDimensional` replaces the compactness argument and makes its supremum an eigenvalue; `ciSup_le` transfers the bound to it. The local result `eigen` evaluates the form at an eigenvector, which gives maximality. The final case split on `lam = 0` produces the signal that attains equality.

`support_uncertainty` divides the weight estimate by $\|f\|^2>0$, and `planeWave_concentration` sums the constant site weights.
